# The expression 1/(N² sin²(π/2N)) tends to 4/π² as N grows

The theorem `midwayProb_tendsto` says that 1/(N² sin²(π/(2N))) converges to 4/π² as the natural number N goes to infinity. In ideal phase estimation with N equally spaced outcomes, this is the probability of either neighbouring outcome when the phase lies exactly midway between them. The file takes the expression as a definition and proves only its limit; it contains no quantum state or circuit. The attempt sets t = π/(2N), uses that sin t / t tends to 1, and divides the constant 4/π² by the square of that ratio. It then has to show that the resulting expression equals the defined one for every N ≥ 1.

This version doesn't compile in Lean 4 with Mathlib:

```lean
import Mathlib

open Filter Topology

namespace PhaseEstimationSharpness

noncomputable section

/-- The expression `1 / (N² sin² (π / (2N)))`. -/
def midwayProb (N : ℕ) : ℝ := 1 / ((N : ℝ) ^ 2 * Real.sin (Real.pi / (2 * N)) ^ 2)

/-- The expression `1 / (N² sin² (π / (2N)))` converges to `4 / π²` as `N` grows. -/
theorem midwayProb_tendsto : Tendsto midwayProb atTop (𝓝 (4 / Real.pi ^ 2)) := by
  have ht : Tendsto (fun N : ℕ => Real.pi / (2 * (N : ℝ))) atTop (𝓝[≠] 0) := by
    refine tendsto_nhdsWithin_iff.mpr ⟨?_, ?_⟩
    · have h := tendsto_const_div_atTop_nhds_zero_nat (Real.pi / 2)
      refine h.congr (fun N => ?_)
      ring
    · filter_upwards [eventually_ge_atTop 1] with N hN
      have hN0 : (0 : ℝ) < N := by exact_mod_cast hN
      exact (div_pos Real.pi_pos (by linarith)).ne'
  -- sin t / t tends to 1, the derivative of the sine at zero
  have hs := (Real.hasDerivAt_sin 0).tendsto_slope_zero.comp ht
  rw [Real.cos_zero] at hs
  have hq := (tendsto_const_nhds (x := 4 / Real.pi ^ 2)).div (hs.pow 2) (by norm_num)
  rw [one_pow, div_one] at hq
  refine hq.congr' ?_
  filter_upwards [eventually_ge_atTop 1] with N hN
  have hN0 : (N : ℝ) ≠ 0 := Nat.cast_ne_zero.mpr (by omega)
  have hpi := Real.pi_ne_zero
  simp only [Pi.div_apply, Function.comp_apply, zero_add, Real.sin_zero, sub_zero, smul_eq_mul,
    midwayProb]
  rw [inv_div, mul_pow, div_pow, mul_pow, ← div_div, ← div_div]
  congr 1
  field_simp
  try norm_num

end

end PhaseEstimationSharpness
```

Lean reports:

```
Main.lean:13:79: error: unsolved goals
case e_a
ht : Tendsto (fun N => Real.pi / (2 * ↑N)) atTop (𝓝[≠] 0)
hs : Tendsto ((fun t => t⁻¹ • (Real.sin (0 + t) - Real.sin 0)) ∘ fun N => Real.pi / (2 * ↑N)) atTop (𝓝 1)
hq :
  Tendsto
    ((fun x => 4 / Real.pi ^ 2) / fun x =>
      ((fun t => t⁻¹ • (Real.sin (0 + t) - Real.sin 0)) ∘ fun N => Real.pi / (2 * ↑N)) x ^ 2)
    atTop (𝓝 (4 / Real.pi ^ 2))
N : ℕ
hN : 1 ≤ N
hN0 : ↑N ≠ 0
hpi : Real.pi ≠ 0
⊢ N = 1 ∨ ↑N = -1

case e_a
ht : Tendsto (fun N => Real.pi / (2 * ↑N)) atTop (𝓝[≠] 0)
hs : Tendsto ((fun t => t⁻¹ • (Real.sin (0 + t) - Real.sin 0)) ∘ fun N => Real.pi / (2 * ↑N)) atTop (𝓝 1)
hq :
  Tendsto
    ((fun x => 4 / Real.pi ^ 2) / fun x =>
      ((fun t => t⁻¹ • (Real.sin (0 + t) - Real.sin 0)) ∘ fun N => Real.pi / (2 * ↑N)) x ^ 2)
    atTop (𝓝 (4 / Real.pi ^ 2))
N : ℕ
hN : 1 ≤ N
hN0 : ↑N ≠ 0
hpi : Real.pi ≠ 0
⊢ Real.sin (Real.pi / 2 / ↑N) ^ 2 = ↑N ^ 2 * Real.sin (Real.pi / 2 / ↑N) ^ 2
```

After these edits no error is left:

```diff
@@ -31,8 +31,10 @@
   simp only [Pi.div_apply, Function.comp_apply, zero_add, Real.sin_zero, sub_zero, smul_eq_mul,
     midwayProb]
-  rw [inv_div, mul_pow, div_pow, mul_pow, ← div_div, ← div_div]
-  congr 1
-  field_simp
-  try norm_num
+  have ha : 4 / Real.pi ^ 2 ≠ 0 := div_ne_zero (by norm_num) (pow_ne_zero 2 hpi)
+  have e : ((Real.pi / (2 * (N : ℝ)))⁻¹ * Real.sin (Real.pi / (2 * (N : ℝ)))) ^ 2
+      = 4 / Real.pi ^ 2 * ((N : ℝ) ^ 2 * Real.sin (Real.pi / (2 * (N : ℝ))) ^ 2) := by
+    rw [inv_div]
+    ring
+  rw [e, ← div_div (4 / Real.pi ^ 2) (4 / Real.pi ^ 2), div_self ha]
 
 end
```

What went wrong. The error reports two goals left open after `congr 1`. The first asks for N = 1 or N = -1, the second for sin² = N² sin² at the same angle. Both fail for N ≥ 2, so no further tactic could close them.

The two uses of `← div_div` were meant to split the denominators on both sides of the equation. One of them instead turned the sine's argument `π / (2 * N)` into `π / 2 / N`, as the second goal shows. The left side was split but the right was not, so `congr 1` matched numerators and denominators that differ by a factor N².

The repair drops `congr 1`. The new equation `e` writes the squared ratio as 4/π² times N² sin², proved by `inv_div` and `ring`. After rewriting with `e`, `← div_div` is given its first two arguments explicitly, so it can only split the intended quotient. `div_self` then cancels 4/π² against itself, using `ha`, which says that this number is not zero, and both sides agree.
